# The radial integrand of an exponential on the quadratic Murray-Handy-Laming grid: order x⁵ at the nucleus, vanishing faster than any power of 1-x at the outer end

## A radial sum spoiled at its outer end

An integral over the distance r from a nucleus runs from 0 to ∞. A common way to compute it is to map a variable x in (0,1) to r, and to add up the transformed integrand at the equally spaced points x = h, 2h, …, 1-h, each value multiplied by h. The map stretches the last part of the interval over all large r, so its derivative dr/dx diverges at x = 1, and so does the volume factor r². Whether the sum behaves well there depends on how the integrated function decays.

Take r = R x/(1-x), with a length R > 0, and a function equal to r⁻⁴ at large r. The radial integral converges at large r, yet the transformed integrand tends to 1/R at x = 1, not to zero. The sum over these interior points then misses an endpoint contribution of order h. For an exponentially decaying function this difficulty is absent, and the endpoint limits below say so precisely.

## The two limits for an exponential

The quadratic map is

r(x) = R x²/(1-x)², 0 < x < 1,

where R sets the length scale of the atom's grid. For a decay constant a > 0, let

g(x) = r(x)² exp(-a r(x)) r'(x).

Then

g(x)/x⁵ → 2R³ as x → 0 from above,

g(x)/(1-x)^m → 0 as x → 1 from below, for every m = 0, 1, 2, …

The function exp(-a r) has the shape of a hydrogen-like 1s density, with a = 2Z in atomic units for nuclear charge Z. The normalised density carries the factor a³/(8π), and the angular integration gives 4π. With both included, the first limit becomes (aR)³.

In density-functional calculations that use such a grid, these limits describe what the radial sum meets at its two ends, here for a single exponential centred on the nucleus.

## Definitions and hypotheses in Lean

The file treats a whole family of maps, `radius R k x`, which is R (x/(1-x))^k with a natural number k. The quadratic map is k = 2. This exponent is often written m in the literature; here m is the power of 1-x in the outer limit.

`integrand R k f x` is r² f(r) dr/dx, where `f` is any real function of the radius and dr/dx is the actual derivative, `deriv (radius R k) x`. The factor 4π is left out.

The final theorem, `quadratic_map_endpoints`, assumes `0 < R` and `0 < a` and states both limits. `Tendsto … (𝓝[>] 0)` is the limit at 0 from above, and `𝓝[<] 1` approaches 1 from below, so the value at x = 1 itself plays no role. The quantifier `∀ m : ℕ` covers every power of 1-x. With a = 0 the integrand would grow as 2R³/(1-x)⁷, so a ≥ 0 would not suffice for the outer limit.

The more general `outer_limit` replaces the exponential by any `f` with |f(r)| ≤ C exp(-a r) for all r ≥ 0. This stands for the exponential decay of a bound-state density, and it also admits a Gaussian. The bound is assumed, not derived from a Schrödinger equation, and it excludes functions that diverge at the nucleus.

The step left open is the one from the integrand to the error of a finite sum. The Euler-Maclaurin formula expresses that error through derivatives of g at the endpoints and a remainder, whereas the theorems give limits of g divided by powers.

## Volume element and Jacobian combined

Write u = x/(1-x). The quotient rule gives

du/dx = [(1-x) + x]/(1-x)² = 1/(1-x)².

Since r = R u^k, for k ≥ 1 the chain rule gives

r'(x) = k R u^(k-1)/(1-x)² = k R x^(k-1)/(1-x)^(k+1).

Multiplication by r² = R² x^(2k)/(1-x)^(2k) yields

r² f(r) r' = k R³ x^(3k-1)/(1-x)^(3k+1) f(r).

For k = 2 and the exponential this is

g(x) = 2R³ x⁵/(1-x)⁷ exp(-a r(x)).

For k = 0 the map is constant and the integrand is zero.

## The power x⁵ at the nucleus

Division by x⁵ removes the only factor that vanishes at x = 0:

g(x)/x⁵ = 2R³/(1-x)⁷ exp(-a R x²/(1-x)²).

The right-hand side is continuous at x = 0, where its value is 2R³. For general k ≥ 1 the same argument gives the power x^(3k-1) and the limit k R³.

## Exponential decay against the pole at x = 1

Let s = 1/(1-x), which tends to infinity as x → 1 from below. Then x/(1-x) = s - 1. For x > 1/2 this exceeds 1, so for k ≥ 1

r = R (s-1)^k ≥ R (s-1).

If |f(r)| ≤ C exp(-a r), it follows that

|f(r)| ≤ C exp(aR) exp(-aRs).

The factor x^(3k-1) is at most 1. With N = 3k+1+m, the closed form gives

|r² f(r) r'|/(1-x)^m ≤ k R³ C exp(aR) s^N exp(-aRs).

Put t = aRs. Then

s^N exp(-aRs) = (aR)^(-N) t^N exp(-t).

The exponential series gives exp(t) ≥ t^(N+1)/(N+1)! for t > 0. Hence t^N exp(-t) ≤ (N+1)!/t, which tends to zero. The exponential is the case C = 1.

## The finite order left by an inverse-power tail

For f(r) = r^(-p), with p a natural number, the map gives

r^(-p) = R^(-p) x^(-kp) (1-x)^(kp).

The integrand is therefore

k R^(3-p) x^(3k-1-kp) (1-x)^(kp-3k-1).

For k ≥ 1 it has the definite order kp-3k-1 in 1-x, with leading coefficient k R^(3-p). The choice k = 1, p = 4 has order zero and coefficient 1/R, as in the opening example.

## The complete Lean file

```lean
import Mathlib

open Filter Topology Set

namespace MurrayHandyLaming

noncomputable section

/-- The Murray-Handy-Laming radial map `r(x) = R (x/(1-x))^k` with length scale `R` and
integer exponent `k`, for `x ≠ 1`. -/
def radius (R : ℝ) (k : ℕ) (x : ℝ) : ℝ := R * (x / (1 - x)) ^ k

/-- The transformed radial integrand `r² f(r) dr/dx` on the grid variable `x ≠ 1`. -/
def integrand (R : ℝ) (k : ℕ) (f : ℝ → ℝ) (x : ℝ) : ℝ :=
  radius R k x ^ 2 * f (radius R k x) * deriv (radius R k) x

/-- The derivative `dr/dx` of the radial map at a point `x ≠ 1`. -/
theorem hasDerivAt_radius (R : ℝ) (k : ℕ) {x : ℝ} (hx : x ≠ 1) :
    HasDerivAt (radius R k)
      (R * (k * (x / (1 - x)) ^ (k - 1) * (1 / (1 - x) ^ 2))) x := by
  have h0 : 1 - x ≠ 0 := sub_ne_zero.2 hx.symm
  have h1 : HasDerivAt (fun y : ℝ => y / (1 - y)) (1 / (1 - x) ^ 2) x := by
    have h := (hasDerivAt_id' x).fun_div ((hasDerivAt_id' x).const_sub 1) h0
    refine h.congr_deriv ?_
    congr 1
    ring
  exact (h1.fun_pow k).const_mul R

/-- Closed form of the transformed integrand for `x ≠ 1`: the volume element and the
Jacobian combine to `k R³ x^(3k-1) / (1-x)^(3k+1)`. -/
theorem integrand_eq (R : ℝ) (k : ℕ) (f : ℝ → ℝ) {x : ℝ} (hx : x ≠ 1) :
    integrand R k f x =
      k * R ^ 3 * x ^ (3 * k - 1) / (1 - x) ^ (3 * k + 1) * f (radius R k x) := by
  unfold integrand
  rw [(hasDerivAt_radius R k hx).deriv]
  generalize f (radius R k x) = w
  unfold radius
  cases k with
  | zero => simp
  | succ n =>
    have h1 : 3 * (n + 1) - 1 = 3 * n + 2 := by omega
    rw [h1, Nat.add_sub_cancel]
    simp only [div_eq_mul_inv, ← inv_pow]
    generalize (1 - x)⁻¹ = u
    push_cast
    ring

/-- Near the nucleus the integrand of an exponential `exp(-a r)` behaves as
`k R³ x^(3k-1)`. -/
theorem nuclear_limit (R a : ℝ) (k : ℕ) :
    Tendsto (fun x => integrand R k (fun r => Real.exp (-a * r)) x / x ^ (3 * k - 1))
      (𝓝[>] 0) (𝓝 (k * R ^ 3)) := by
  rcases Nat.eq_zero_or_pos k with rfl | hk
  · have h0 : ((0 : ℕ) : ℝ) * R ^ 3 = 0 := by simp
    rw [h0]
    refine tendsto_const_nhds.congr' ?_
    filter_upwards [Ioo_mem_nhdsGT (zero_lt_one (α := ℝ))] with x hx
    rw [integrand_eq R 0 _ hx.2.ne]
    simp
  · -- after division by the power of x, the integrand is continuous at the nucleus
    have hr : ContinuousAt (radius R k) 0 :=
      (hasDerivAt_radius R k (zero_ne_one (α := ℝ))).continuousAt
    have hd : ContinuousAt (fun x : ℝ => (k : ℝ) * R ^ 3 / (1 - x) ^ (3 * k + 1)) 0 :=
      ContinuousAt.div (by fun_prop) (by fun_prop) (by simp)
    have he : ContinuousAt (fun x : ℝ => Real.exp (-a * radius R k x)) 0 :=
      (continuousAt_const.mul hr).rexp
    have hv : (k : ℝ) * R ^ 3 / (1 - 0) ^ (3 * k + 1) * Real.exp (-a * radius R k 0)
        = k * R ^ 3 := by
      simp [radius, hk.ne']
    rw [← hv]
    refine Tendsto.congr' ?_ ((hd.mul he).tendsto.mono_left nhdsWithin_le_nhds)
    filter_upwards [Ioo_mem_nhdsGT (zero_lt_one (α := ℝ))] with x hx
    have e : integrand R k (fun r => Real.exp (-a * r)) x =
        k * R ^ 3 * x ^ (3 * k - 1) / (1 - x) ^ (3 * k + 1) * Real.exp (-a * radius R k x) :=
      integrand_eq R k _ hx.2.ne
    show (k : ℝ) * R ^ 3 / (1 - x) ^ (3 * k + 1) * Real.exp (-a * radius R k x) = _
    rw [e, eq_div_iff (pow_ne_zero _ hx.1.ne')]
    ring

/-- For `b > 0`, the factor `exp(-b/(1-x))` suppresses every inverse power of `1-x`
as `x` tends to 1 from below. -/
theorem exp_beats_pole {b : ℝ} (hb : 0 < b) (N : ℕ) :
    Tendsto (fun x : ℝ => ((1 - x)⁻¹) ^ N * Real.exp (-b * (1 - x)⁻¹)) (𝓝[<] 1) (𝓝 0) := by
  have h1 : Tendsto (fun x : ℝ => 1 - x) (𝓝 1) (𝓝 0) :=
    Continuous.tendsto' (by fun_prop) 1 0 (by norm_num)
  have h2 : Tendsto (fun x : ℝ => 1 - x) (𝓝[<] 1) (𝓝[>] 0) := by
    refine tendsto_nhdsWithin_iff.2 ⟨h1.mono_left nhdsWithin_le_nhds, ?_⟩
    filter_upwards [self_mem_nhdsWithin] with x hx
    have hx1 : x < 1 := hx
    have hpos : 0 < 1 - x := sub_pos.2 hx1
    exact hpos
  have hs : Tendsto (fun x : ℝ => (1 - x)⁻¹) (𝓝[<] 1) atTop :=
    tendsto_inv_nhdsGT_zero.comp h2
  have h3 := ((Real.tendsto_pow_mul_exp_neg_atTop_nhds_zero N).comp
    (hs.const_mul_atTop hb)).const_mul ((b ^ N)⁻¹)
  rw [mul_zero] at h3
  refine h3.congr fun x => ?_
  simp only [Function.comp_apply, mul_pow, neg_mul]
  generalize (1 - x)⁻¹ = s
  rw [← mul_assoc, ← mul_assoc, inv_mul_cancel₀ (pow_ne_zero _ hb.ne'), one_mul]

/-- If `f` is bounded by `C exp(-a r)` for `r ≥ 0`, with `a, R > 0`, the transformed
integrand vanishes faster than every power of `1-x` at the outer end of the grid. -/
theorem outer_limit {R a C : ℝ} (hR : 0 < R) (ha : 0 < a) {f : ℝ → ℝ}
    (hf : ∀ r, 0 ≤ r → |f r| ≤ C * Real.exp (-a * r)) (k m : ℕ) :
    Tendsto (fun x => integrand R k f x / (1 - x) ^ m) (𝓝[<] 1) (𝓝 0) := by
  rcases Nat.eq_zero_or_pos k with rfl | hk
  · refine tendsto_const_nhds.congr' ?_
    filter_upwards [self_mem_nhdsWithin] with x hx
    rw [integrand_eq R 0 f (ne_of_lt hx)]
    simp
  have hC : 0 ≤ C := by
    have h := (abs_nonneg _).trans (hf 0 le_rfl)
    simpa using h
  have hlim := (exp_beats_pole (mul_pos ha hR) (3 * k + 1 + m)).const_mul
    (k * R ^ 3 * C * Real.exp (a * R))
  rw [mul_zero] at hlim
  refine squeeze_zero_norm' ?_ hlim
  filter_upwards [Ioo_mem_nhdsLT (show (1 / 2 : ℝ) < 1 by norm_num)] with x hx
  have hx1 : 1 / 2 < x := hx.1
  have hx0 : 0 ≤ x := by linarith
  have h0 : 0 < 1 - x := sub_pos.2 hx.2
  have ht : 1 ≤ x / (1 - x) := by
    rw [le_div_iff₀ h0]
    linarith
  have ht' : x / (1 - x) = (1 - x)⁻¹ - 1 := by
    rw [div_eq_iff h0.ne', sub_mul, inv_mul_cancel₀ h0.ne']
    ring
  -- the radius grows at least as fast as 1/(1-x)
  have hr : R * ((1 - x)⁻¹ - 1) ≤ radius R k x := by
    rw [← ht']
    exact mul_le_mul_of_nonneg_left (le_self_pow₀ ht hk.ne') hR.le
  have hr0 : 0 ≤ radius R k x :=
    mul_nonneg hR.le (pow_nonneg (zero_le_one.trans ht) k)
  have hF : |f (radius R k x)| ≤
      C * (Real.exp (a * R) * Real.exp (-(a * R) * (1 - x)⁻¹)) := by
    refine (hf _ hr0).trans ?_
    rw [← Real.exp_add]
    refine mul_le_mul_of_nonneg_left (Real.exp_le_exp.2 ?_) hC
    nlinarith [mul_le_mul_of_nonneg_left hr ha.le]
  have hq : |x ^ (3 * k - 1) * f (radius R k x)| ≤
      C * (Real.exp (a * R) * Real.exp (-(a * R) * (1 - x)⁻¹)) := by
    rw [abs_mul, abs_of_nonneg (pow_nonneg hx0 _)]
    exact (mul_le_of_le_one_left (abs_nonneg _) (pow_le_one₀ hx0 hx.2.le)).trans hF
  have hP : 0 ≤ (k : ℝ) * R ^ 3 * ((1 - x)⁻¹) ^ (3 * k + 1 + m) :=
    mul_nonneg (by positivity) (pow_nonneg (inv_nonneg.2 h0.le) _)
  have e : integrand R k f x / (1 - x) ^ m =
      (k * R ^ 3 * ((1 - x)⁻¹) ^ (3 * k + 1 + m)) *
        (x ^ (3 * k - 1) * f (radius R k x)) := by
    rw [integrand_eq R k f hx.2.ne]
    simp only [div_eq_mul_inv, ← inv_pow]
    generalize (1 - x)⁻¹ = s
    ring
  rw [e, Real.norm_eq_abs, abs_mul, abs_of_nonneg hP]
  refine (mul_le_mul_of_nonneg_left hq hP).trans (le_of_eq ?_)
  ring

/-- For an inverse-power tail `f(r) = r^(-p)` and `R > 0`, the integrand behaves at the
outer end as `k R^(3-p) (1-x)^(kp-3k-1)`. -/
theorem algebraic_tail_limit {R : ℝ} (hR : 0 < R) (k p : ℕ) :
    Tendsto (fun x => integrand R k (fun r => (r ^ p)⁻¹) x * (1 - x) ^ (3 * k + 1)
      / (1 - x) ^ (k * p)) (𝓝[<] 1) (𝓝 (k * R ^ 3 / R ^ p)) := by
  have hc : ContinuousAt
      (fun x : ℝ => (k : ℝ) * R ^ 3 * x ^ (3 * k - 1) / (R ^ p * x ^ (k * p))) 1 :=
    ContinuousAt.div (by fun_prop) (by fun_prop) (by simp [hR.ne'])
  have hv : (k : ℝ) * R ^ 3 * 1 ^ (3 * k - 1) / (R ^ p * 1 ^ (k * p))
      = k * R ^ 3 / R ^ p := by
    simp only [one_pow, mul_one]
  rw [← hv]
  refine Tendsto.congr' ?_ (hc.tendsto.mono_left nhdsWithin_le_nhds)
  filter_upwards [Ioo_mem_nhdsLT (zero_lt_one (α := ℝ))] with x hx
  have h0 : 1 - x ≠ 0 := (sub_pos.2 hx.2).ne'
  have hp : radius R k x ^ p = R ^ p * x ^ (k * p) / (1 - x) ^ (k * p) := by
    unfold radius
    rw [mul_pow, ← pow_mul, div_pow, mul_div_assoc]
  have e : integrand R k (fun r => (r ^ p)⁻¹) x =
      k * R ^ 3 * x ^ (3 * k - 1) / (1 - x) ^ (3 * k + 1) * (radius R k x ^ p)⁻¹ :=
    integrand_eq R k _ hx.2.ne
  rw [e, hp]
  -- all powers of 1-x cancel
  have hD : (1 - x) ^ (3 * k + 1) ≠ 0 := pow_ne_zero _ h0
  have hE : (1 - x) ^ (k * p) ≠ 0 := pow_ne_zero _ h0
  have hQ : R ^ p * x ^ (k * p) ≠ 0 :=
    mul_ne_zero (pow_ne_zero _ hR.ne') (pow_ne_zero _ hx.1.ne')
  generalize (1 - x) ^ (3 * k + 1) = D at hD ⊢
  generalize (1 - x) ^ (k * p) = E at hE ⊢
  generalize R ^ p * x ^ (k * p) = Q at hQ ⊢
  generalize (k : ℝ) * R ^ 3 * x ^ (3 * k - 1) = A
  field_simp

/-- For `r = R x²/(1-x)²` and `a, R > 0`, the integrand of `exp(-a r)` behaves as `2R³x⁵`
at the nucleus and vanishes faster than every power of `1-x` at the outer end. -/
theorem quadratic_map_endpoints {R a : ℝ} (hR : 0 < R) (ha : 0 < a) :
    Tendsto (fun x => integrand R 2 (fun r => Real.exp (-a * r)) x / x ^ 5)
      (𝓝[>] 0) (𝓝 (2 * R ^ 3)) ∧
    ∀ m : ℕ, Tendsto (fun x => integrand R 2 (fun r => Real.exp (-a * r)) x / (1 - x) ^ m)
      (𝓝[<] 1) (𝓝 0) := by
  constructor
  · have h := nuclear_limit R a 2
    rw [Nat.cast_ofNat] at h
    exact h
  · intro m
    exact outer_limit (C := 1) hR ha (fun r _ => by simp) 2 m

end

end MurrayHandyLaming
```

```lean
#print axioms MurrayHandyLaming.algebraic_tail_limit
-- 'MurrayHandyLaming.algebraic_tail_limit' depends on axioms: [propext, Classical.choice, Quot.sound]
#print axioms MurrayHandyLaming.quadratic_map_endpoints
-- 'MurrayHandyLaming.quadratic_map_endpoints' depends on axioms: [propext, Classical.choice, Quot.sound]
```

## From the derivative to the closed form

`hasDerivAt_radius` is the chain-rule computation. Its step `h1` differentiates x/(1-x) by the quotient rule; `fun_pow` and `const_mul` then supply the power and the factor R.

`integrand_eq` inserts this derivative and collects the powers. The value of `f` enters only as a common factor, so it is replaced by a letter `w`. The proof separates k = 0 from k = n+1 because subtraction of natural numbers stops at zero: for k = 0 the exponent `3 * k - 1` is read as 0, and the prefactor k makes both sides vanish. In the other case 1/(1-x) becomes a letter `u` (not the u = x/(1-x) of the derivation by hand), and `ring` verifies the identity.

## Continuity at x = 0

`nuclear_limit` follows the division by x^(3k-1). The facts `hd` and `he` give continuity of the rational factor and of the exponential, and `hv` evaluates their product at x = 0. `Tendsto.congr'` transfers the limit to the original quotient, which agrees with the continuous function on 0 < x < 1. Neither R nor a needs a sign here, so this lemma has no positivity hypothesis.

## The squeeze at x = 1

`exp_beats_pole` proves that s^N exp(-bs) tends to zero for b > 0. It shows that 1-x tends to zero through positive values, hence that its inverse tends to infinity, and then uses Mathlib's limit of t^N exp(-t) with t = bs.

`outer_limit` applies this with b = aR. The case k = 0 is settled first, and `hC` obtains C ≥ 0 from the bound at r = 0. On 1/2 < x < 1, `hr` is the inequality r ≥ R(s-1), `hF` is the resulting bound on f, and `hq` includes the factor x^(3k-1). The equation `e` writes the quotient as a nonnegative prefactor times the quantity bounded in `hq`, and `squeeze_zero_norm'` concludes that it tends to zero.

## Cancelled powers and the case k = 2

In `algebraic_tail_limit`, `hp` expands r^p. The powers of 1-x are then replaced by nonzero letters, which `field_simp` cancels. What remains is continuous at x = 1, and `hv` gives its value there.

`quadratic_map_endpoints` sets k = 2 in `nuclear_limit`, where 3k-1 = 5, and in `outer_limit`, where the exponential satisfies its own bound with C = 1.
